# The Fourier differentiation matrix on 2M+1 periodic points is exact up to degree M

A central difference on a periodic grid of spacing $h$ multiplies the plane wave $e^{imx}$ by $i\sin(mh)/h$ instead of $im$. Every wave with $m\neq 0$ gets the wrong momentum, and the error grows with $|m|$. The full matrix below removes this error for all waves with $|m|\le M$ on a grid of $N=2M+1$ points, where $M\ge 0$ is an integer.

```lean
import Mathlib

open Complex (I)
open Finset
open scoped Real

namespace FourierDifferentiation

noncomputable section
```

## Grid, waves and matrix

The coordinate has period $2\pi$, and the grid points are $x_j=2\pi j/N$ with $j=0,\dots,2M$, so $h=2\pi/N$. The type `Fin (2 * M + 1)` holds these indices. Only odd $N$ is treated.

```lean
/-- The grid point `x_j = 2πj/N` of the periodic grid with `N = 2M+1` points. -/
def gridPoint (M : ℕ) (j : Fin (2 * M + 1)) : ℝ := 2 * π * (j : ℕ) / (2 * M + 1)
```

A plane wave $e^{imx}$ carries an integer wave number $m$ and is not normalised.

```lean
/-- The plane wave `exp(imx)` with integer wave number `m`. -/
def planeWave (m : ℤ) (x : ℝ) : ℂ := Complex.exp (I * m * x)
```

A trigonometric polynomial of degree at most $M$ is $f(x)=\sum_{m=-M}^{M}c_m e^{imx}$ with arbitrary complex $c_m$. In Lean `c` is defined on all integers, but only its values from $-M$ to $M$ enter.

```lean
/-- The trigonometric polynomial `∑ c_m exp(imx)`, summed over `-M ≤ m ≤ M`. -/
def trigPoly (M : ℕ) (c : ℤ → ℂ) (x : ℝ) : ℂ :=
  ∑ m ∈ Icc (-(M : ℤ)) M, c m * planeWave m x
```

The matrix has $D_{jj}=0$ and, for $j\ne k$,
$$D_{jk}=\frac{(-1)^{j+k}}{2\sin\big((x_j-x_k)/2\big)}.$$
The sign equals $(-1)^{j-k}$, and the sum keeps the exponent a natural number. The entries are real by type; they are read as complex numbers when they act on complex samples.

```lean
/-- The Fourier differentiation matrix: zero on the diagonal, and
`(-1)^(j+k) / (2 sin((x_j - x_k)/2))` for `j ≠ k`, where the sine does not vanish. -/
def diffMatrix (M : ℕ) : Matrix (Fin (2 * M + 1)) (Fin (2 * M + 1)) ℝ :=
  Matrix.of fun j k => if j = k then 0 else
    (-1) ^ ((j : ℕ) + (k : ℕ)) / (2 * Real.sin ((gridPoint M j - gridPoint M k) / 2))
```

## Phases on the grid

Everything rests on $Nx_j=2\pi j$.

```lean
/-- The grid points satisfy `N x_j = 2πj` with `N = 2M+1`. -/
theorem grid_mul (M : ℕ) (j : Fin (2 * M + 1)) :
    (2 * (M : ℂ) + 1) * (gridPoint M j : ℂ) = 2 * π * ((j : ℕ) : ℂ) := by
  have hN : 2 * (M : ℂ) + 1 ≠ 0 := by exact_mod_cast (by omega : 2 * M + 1 ≠ 0)
  rw [gridPoint]
  push_cast
  field_simp
```

Let $Nz=2\pi i d$ with $d$ an integer. Then $(e^z)^N=e^{2\pi i d}=1$. If also $e^z=1$, then $z=2\pi i n$ for some integer $n$, hence $d=nN$. This is impossible for $0<|d|<N$, so in that range $e^z\neq 1$. The Lean proof excludes $n<0$, $n=0$ and $n>0$ in turn.

```lean
/-- If `N z = 2πid` with `N = 2M+1` and `d` an integer, then `exp z` is an `N`-th root of unity,
and it differs from 1 when `0 < |d| < N`. -/
theorem grid_phase (M : ℕ) (d : ℤ) (z : ℂ) (hz : (2 * (M : ℂ) + 1) * z = 2 * π * d * I) :
    Complex.exp z ^ (2 * M + 1) = 1 ∧
      (d ≠ 0 → -(2 * (M : ℤ) + 1) < d → d < 2 * (M : ℤ) + 1 → Complex.exp z ≠ 1) := by
  constructor
  · rw [← Complex.exp_nat_mul, Complex.exp_eq_one_iff]
    exact ⟨d, by push_cast; linear_combination hz⟩
  · intro hd h1 h2 h
    obtain ⟨n, hn⟩ := Complex.exp_eq_one_iff.mp h
    have h3 : (d : ℂ) = n * (2 * M + 1) := by
      apply mul_left_cancel₀ Complex.two_pi_I_ne_zero
      linear_combination (2 * (M : ℂ) + 1) * hn - hz
    have h4 : d = n * (2 * M + 1) := by exact_mod_cast h3
    -- a multiple of N strictly between -N and N is zero
    rcases lt_trichotomy n 0 with hn0 | hn0 | hn0
    · have : n + 1 ≤ 0 := by omega
      nlinarith
    · exact hd (by rw [h4, hn0, zero_mul])
    · have : 1 ≤ n := by omega
      nlinarith
```

## Antisymmetry

Exchanging $j$ and $k$ leaves $(-1)^{j+k}$ alone and reverses the sign of the sine, so $D^{T}=-D$. Since $D$ is real, the momentum matrix $-iD$ (with $\hbar=1$) is Hermitian.

```lean
/-- The Fourier differentiation matrix is antisymmetric. -/
theorem diffMatrix_transpose (M : ℕ) : (diffMatrix M).transpose = -diffMatrix M := by
  ext j k
  rw [Matrix.transpose_apply, Matrix.neg_apply]
  by_cases h : j = k
  · subst h
    simp [diffMatrix]
  · have h' : k ≠ j := fun e => h e.symm
    have hx : (gridPoint M k - gridPoint M j) / 2 = -((gridPoint M j - gridPoint M k) / 2) := by
      ring
    simp only [diffMatrix, Matrix.of_apply, if_neg h, if_neg h']
    rw [hx, Real.sin_neg, add_comm (k : ℕ) (j : ℕ), mul_neg, div_neg]
```

## The sine formula as a Fourier sum

The entries have a second form,
$$N D_{jk}=\sum_{q=0}^{2M} i(q-M)\,e^{i(q-M)(x_j-x_k)},$$
where $q-M$ runs over the wave numbers from $-M$ to $M$. For $j=k$ the sum vanishes because $\sum_q (q-M)=0$.

For $j\neq k$ put $t=(x_j-x_k)/2$, $u=e^{it}$ and $w=u^2$. The theorem `grid_phase` with $z=2it$ and $d=j-k$ gives $w^N=1$ and $w\neq1$, so $\sum_q w^q=0$. The weighted geometric sum obeys
$$(w-1)\sum_{q=0}^{N-1}q\,w^q=Nw^N-w\sum_{q=0}^{N-1}w^q=N.$$
The right side of the Fourier form is therefore $i\,w^{-M}N/(w-1)$. The half-angle identity $w-1=2i\,u\sin t$ turns it into
$$\frac{N u^{-(2M+1)}}{2\sin t}=\frac{N e^{-iNt}}{2\sin t}=\frac{N(-1)^{j+k}}{2\sin t},$$
because $Nt=\pi(j-k)$.

In the code, `e` is $u$, `hgeo` is the weighted sum, proved by induction, `hsin` is the half-angle identity, `P` is $w^{-M}$, and `hs` supplies the alternating sign. The last `linear_combination` assembles them after multiplication by $2u\sin t$, which is nonzero.

```lean
/-- Fourier form of the matrix: `N D_jk = ∑ im exp(im(x_j - x_k))` over the wave numbers
`m = q - M` with `q = 0, …, 2M`, where `N = 2M+1`. -/
theorem diffMatrix_fourier (M : ℕ) (j k : Fin (2 * M + 1)) :
    (2 * (M : ℂ) + 1) * (diffMatrix M j k : ℂ) = ∑ q ∈ range (2 * M + 1),
      I * ((q : ℂ) - M) * planeWave ((q : ℤ) - M) (gridPoint M j - gridPoint M k) := by
  by_cases hjk : j = k
  · subst hjk
    have h : ∀ n : ℕ, ∑ q ∈ range n, I * ((q : ℂ) - M) = I * (n * (n - 1) / 2 - n * M) := by
      intro n
      induction n with
      | zero => simp
      | succ n ih => rw [sum_range_succ, ih]; push_cast; ring
    have hd : diffMatrix M j j = 0 := by simp [diffMatrix]
    simp only [hd, planeWave, sub_self, Complex.ofReal_zero, mul_zero, Complex.exp_zero, mul_one]
    rw [h]
    push_cast
    ring
  · have hj := grid_mul M j
    have hk := grid_mul M k
    obtain ⟨t, ht⟩ : ∃ t : ℝ, t = (gridPoint M j - gridPoint M k) / 2 := ⟨_, rfl⟩
    have htc : (t : ℂ) = ((gridPoint M j : ℂ) - gridPoint M k) / 2 := by simp [ht]
    obtain ⟨e, he⟩ : ∃ e : ℂ, e = Complex.exp (t * I) := ⟨_, rfl⟩
    obtain ⟨P, hP⟩ : ∃ P : ℂ, P = Complex.exp (-(M * (2 * (t * I)))) := ⟨_, rfl⟩
    have he0 : e ≠ 0 := by rw [he]; exact Complex.exp_ne_zero _
    have he2 : Complex.exp (2 * (t * I)) = e ^ 2 := by rw [he, two_mul, Complex.exp_add, sq]
    -- half-angle identity
    have hsin : 2 * (Real.sin t : ℂ) * I * e = e ^ 2 - 1 := by
      rw [he, Complex.ofReal_sin, Complex.exp_mul_I]
      linear_combination (Complex.sin t) ^ 2 * Complex.I_sq - Complex.sin_sq_add_cos_sq (t : ℂ)
    obtain ⟨hpow, hne⟩ := grid_phase M (((j : ℕ) : ℤ) - ((k : ℕ) : ℤ)) (2 * (t * I))
      (by push_cast; rw [htc]; linear_combination I * hj - I * hk)
    have hjk' : (j : ℕ) ≠ k := fun h => hjk (Fin.ext h)
    have hjl := j.isLt
    have hkl := k.isLt
    have hw := hne (by omega) (by omega) (by omega)
    rw [he2] at hpow hw
    -- weighted geometric sum
    have hgeo : ∀ n : ℕ, (e ^ 2 - 1) * ∑ q ∈ range n, (q : ℂ) * (e ^ 2) ^ q =
        n * (e ^ 2) ^ n - e ^ 2 * ∑ q ∈ range n, (e ^ 2) ^ q := by
      intro n
      induction n with
      | zero => simp
      | succ n ih => rw [sum_range_succ, sum_range_succ, mul_add, ih]; push_cast; ring
    have hS : ∑ q ∈ range (2 * M + 1), (e ^ 2) ^ q = 0 := by
      rw [geom_sum_eq hw, hpow, sub_self, zero_div]
    have hA := hgeo (2 * M + 1)
    rw [hpow, hS] at hA
    push_cast at hA
    have hq : ∀ q : ℕ, planeWave ((q : ℤ) - M) (gridPoint M j - gridPoint M k) =
        (e ^ 2) ^ q * P := by
      intro q
      rw [planeWave, hP, ← he2, ← Complex.exp_nat_mul, ← Complex.exp_add]
      congr 1
      push_cast
      rw [htc]
      ring
    have hsum : ∑ q ∈ range (2 * M + 1), I * ((q : ℂ) - M) *
        planeWave ((q : ℤ) - M) (gridPoint M j - gridPoint M k) =
        I * P * ∑ q ∈ range (2 * M + 1), (q : ℂ) * (e ^ 2) ^ q := by
      calc _ = ∑ q ∈ range (2 * M + 1),
            (I * P * ((q : ℂ) * (e ^ 2) ^ q) - I * P * M * (e ^ 2) ^ q) :=
            sum_congr rfl fun q _ => by rw [hq]; ring
        _ = _ := by rw [sum_sub_distrib, ← mul_sum, ← mul_sum, hS, mul_zero, sub_zero]
    have hPe : P * e ^ (2 * M) = 1 := by
      rw [pow_mul, ← he2, hP, ← Complex.exp_nat_mul, ← Complex.exp_add, neg_add_cancel,
        Complex.exp_zero]
    -- the alternating sign is `exp(iNt)`, because `Nt = π(j - k)`
    have hs : e ^ (2 * M) * e = (-1 : ℂ) ^ ((j : ℕ) + (k : ℕ)) := by
      have hx : ((2 * M + 1 : ℕ) : ℂ) * (t * I) =
          (((j : ℕ) + (k : ℕ) : ℕ) : ℂ) * (π * I) - ((k : ℕ) : ℂ) * (2 * π * I) := by
        push_cast
        rw [htc]
        linear_combination (I / 2) * hj - (I / 2) * hk
      rw [← pow_succ, he, ← Complex.exp_nat_mul, hx, Complex.exp_sub, Complex.exp_nat_mul,
        Complex.exp_nat_mul, Complex.exp_pi_mul_I, Complex.exp_two_pi_mul_I, one_pow, div_one]
    have hss : (-1 : ℂ) ^ ((j : ℕ) + (k : ℕ)) * (-1 : ℂ) ^ ((j : ℕ) + (k : ℕ)) = 1 := by
      rw [← mul_pow]; norm_num
    have hsin0 : Real.sin t ≠ 0 := by
      intro h
      apply hw
      rw [h, Complex.ofReal_zero] at hsin
      linear_combination -hsin
    have hD : diffMatrix M j k * (2 * Real.sin t) = (-1) ^ ((j : ℕ) + (k : ℕ)) := by
      simp only [diffMatrix, Matrix.of_apply, if_neg hjk, ← ht]
      field_simp
    have hDc : (diffMatrix M j k : ℂ) * (2 * (Real.sin t : ℂ)) =
        (-1 : ℂ) ^ ((j : ℕ) + (k : ℕ)) := by exact_mod_cast hD
    have h2s : 2 * (Real.sin t : ℂ) ≠ 0 :=
      mul_ne_zero two_ne_zero (Complex.ofReal_ne_zero.mpr hsin0)
    rw [hsum]
    generalize (-1 : ℂ) ^ ((j : ℕ) + (k : ℕ)) = s at hs hss hDc
    generalize ∑ q ∈ range (2 * M + 1), (q : ℂ) * (e ^ 2) ^ q = A at hA
    have hPs : P = e * s := by linear_combination (-P) * hss - P * s * hs + e * s * hPe
    apply mul_right_cancel₀ h2s
    apply mul_left_cancel₀ he0
    linear_combination e * (2 * (M : ℂ) + 1) * hDc - (2 * (M : ℂ) + 1) * hPs
      - P * A * hsin - P * hA
```

## Plane waves are eigenvectors

Insert the Fourier form and exchange the sums. For $|m|\le M$,
$$\sum_k D_{jk}e^{imx_k}=\frac1N\sum_{q=0}^{2M} i(q-M)e^{i(q-M)x_j}\sum_k e^{i(m-q+M)x_k}.$$
The integer $m-q+M$ has absolute value at most $2M<N$. If it is nonzero, the inner sum is a full geometric sum over a root of unity other than 1 and vanishes; this is `orth`. If it is zero, the inner sum is $N$. Only $q=m+M$ survives, which leaves $im\,e^{imx_j}$. In Lean, `sum_eq_single` selects this term, with `p` standing for $m+M$.

```lean
/-- On the grid, the matrix multiplies a plane wave with `-M ≤ m ≤ M` by `im`. -/
theorem diffMatrix_planeWave (M : ℕ) (m : ℤ) (h1 : -(M : ℤ) ≤ m) (h2 : m ≤ M)
    (j : Fin (2 * M + 1)) :
    ∑ k, (diffMatrix M j k : ℂ) * planeWave m (gridPoint M k) =
      I * m * planeWave m (gridPoint M j) := by
  have hN : 2 * (M : ℂ) + 1 ≠ 0 := by exact_mod_cast (by omega : 2 * M + 1 ≠ 0)
  -- discrete orthogonality
  have orth : ∀ d : ℤ, d ≠ 0 → -(2 * (M : ℤ) + 1) < d → d < 2 * (M : ℤ) + 1 →
      ∑ k, planeWave d (gridPoint M k) = 0 := by
    intro d hd hl hu
    obtain ⟨z, hz⟩ : ∃ z : ℂ, (2 * (M : ℂ) + 1) * z = 2 * π * d * I :=
      ⟨2 * π * d * I / (2 * M + 1), by field_simp⟩
    obtain ⟨hpow, hne⟩ := grid_phase M d z hz
    have hk : ∀ k : Fin (2 * M + 1),
        planeWave d (gridPoint M k) = Complex.exp z ^ (k : ℕ) := by
      intro k
      rw [planeWave, ← Complex.exp_nat_mul]
      congr 1
      apply mul_left_cancel₀ hN
      linear_combination (I * d) * grid_mul M k - ((k : ℕ) : ℂ) * hz
    rw [sum_congr rfl (fun k _ => hk k),
      Fin.sum_univ_eq_sum_range (fun i => Complex.exp z ^ i) (2 * M + 1),
      geom_sum_eq (hne hd hl hu), hpow, sub_self, zero_div]
  obtain ⟨p, hp⟩ : ∃ p : ℕ, m = (p : ℤ) - M := ⟨(m + M).toNat, by omega⟩
  subst hp
  have hterm : ∀ k, (2 * (M : ℂ) + 1) *
      ((diffMatrix M j k : ℂ) * planeWave ((p : ℤ) - M) (gridPoint M k)) =
      ∑ q ∈ range (2 * M + 1), I * ((q : ℂ) - M) * planeWave ((q : ℤ) - M) (gridPoint M j) *
        planeWave ((p : ℤ) - M - ((q : ℤ) - M)) (gridPoint M k) := by
    intro k
    rw [← mul_assoc, diffMatrix_fourier, sum_mul]
    refine sum_congr rfl fun q _ => ?_
    have h : planeWave ((q : ℤ) - M) (gridPoint M j - gridPoint M k) *
        planeWave ((p : ℤ) - M) (gridPoint M k) = planeWave ((q : ℤ) - M) (gridPoint M j) *
        planeWave ((p : ℤ) - M - ((q : ℤ) - M)) (gridPoint M k) := by
      simp only [planeWave, ← Complex.exp_add]
      congr 1
      push_cast
      ring
    linear_combination I * ((q : ℂ) - M) * h
  apply mul_left_cancel₀ hN
  rw [mul_sum, sum_congr rfl (fun k _ => hterm k), sum_comm, sum_eq_single p]
  · have h0 : ∀ x, planeWave 0 x = 1 := fun x => by simp [planeWave]
    simp only [sub_self, h0, mul_one, sum_const, card_univ, Fintype.card_fin, nsmul_eq_mul]
    push_cast
    ring
  · intro q hq hne
    have hq' := mem_range.mp hq
    rw [← mul_sum, orth _ (by omega) (by omega) (by omega), mul_zero]
  · intro h
    exact absurd (mem_range.mpr (by omega)) h
```

## Exact derivatives of trigonometric polynomials

Differentiating term by term gives $f'(x)=\sum_m im\,c_m e^{imx}$, again of degree at most $M$. Lean's `deriv` returns zero where a function is not differentiable, so differentiability is proved here as `HasDerivAt`.

```lean
/-- A trigonometric polynomial is differentiable, and its derivative has coefficients `im c_m`. -/
theorem hasDerivAt_trigPoly (M : ℕ) (c : ℤ → ℂ) (x : ℝ) :
    HasDerivAt (trigPoly M c) (trigPoly M (fun m => I * m * c m) x) x := by
  have hpw : ∀ m : ℤ, HasDerivAt (planeWave m) (I * m * planeWave m x) x := by
    intro m
    have h : HasDerivAt (planeWave m) _ x :=
      ((hasDerivAt_id x).ofReal_comp.const_mul (I * (m : ℂ))).cexp
    refine h.congr_deriv ?_
    simp only [planeWave, id_eq, Complex.ofReal_one]
    ring
  have h : HasDerivAt (fun y => ∑ m ∈ Icc (-(M : ℤ)) M, c m * planeWave m y)
      (∑ m ∈ Icc (-(M : ℤ)) M, c m * (I * m * planeWave m x)) x :=
    HasDerivAt.fun_sum fun m _ => (hpw m).const_mul (c m)
  have h' : HasDerivAt (trigPoly M c) _ x := h
  refine h'.congr_deriv ?_
  simp only [trigPoly]
  exact sum_congr rfl fun m _ => by ring
```

By linearity, $\sum_k D_{jk}f(x_k)=\sum_m c_m\,im\,e^{imx_j}=f'(x_j)$ for every $j$.

```lean
/-- The matrix maps the grid values of any trigonometric polynomial of degree at most `M`
to the grid values of its derivative. -/
theorem diffMatrix_differentiates (M : ℕ) (c : ℤ → ℂ) (j : Fin (2 * M + 1)) :
    ∑ k, (diffMatrix M j k : ℂ) * trigPoly M c (gridPoint M k) =
      deriv (trigPoly M c) (gridPoint M j) := by
  rw [(hasDerivAt_trigPoly M c _).deriv]
  simp only [trigPoly, mul_sum]
  rw [sum_comm]
  refine sum_congr rfl fun m hm => ?_
  obtain ⟨h1, h2⟩ := mem_Icc.mp hm
  calc _ = c m * ∑ k, (diffMatrix M j k : ℂ) * planeWave m (gridPoint M k) := by
        rw [mul_sum]
        exact sum_congr rfl fun k _ => by ring
    _ = _ := by rw [diffMatrix_planeWave M m h1 h2]; ring
```

For $M=0$ there is one point, $D=0$, and $f$ is constant. For $M=1$,
$$D=\frac{1}{\sqrt3}\begin{pmatrix}0&1&-1\\-1&0&1\\1&-1&0\end{pmatrix}.$$
This has the pattern of the central difference, with $1/\sqrt3$ in place of $1/(2h)=3/(4\pi)$.

Because $f'$ stays in the same space, $D$ can be applied again, and induction on $r$ gives $\sum_k (D^r)_{jk}f(x_k)=f^{(r)}(x_j)$. The case $r=0$ is the identity matrix. In the inductive step, the hypothesis is applied to the polynomial with coefficients $im\,c_m$.

With $r=2$, the kinetic-energy matrix $-\tfrac12D^2$ in atomic units gives a free particle of electron mass on a ring of circumference $2\pi$ the exact energies $m^2/2$ for $|m|\le M$. A potential can couple these waves to higher ones, and the theorem gives no error bound for that.

```lean
/-- The `r`-th power of the matrix gives the `r`-th derivative on the grid, for every
trigonometric polynomial of degree at most `M`. -/
theorem diffMatrix_pow (M r : ℕ) (c : ℤ → ℂ) (j : Fin (2 * M + 1)) :
    ∑ k, ((diffMatrix M ^ r) j k : ℂ) * trigPoly M c (gridPoint M k) =
      iteratedDeriv r (trigPoly M c) (gridPoint M j) := by
  induction r generalizing c with
  | zero =>
    rw [pow_zero, iteratedDeriv_zero, sum_eq_single j]
    · simp
    · intro k _ hk
      simp [Matrix.one_apply_ne hk.symm]
    · simp
  | succ r ih =>
    have hd : deriv (trigPoly M c) = trigPoly M (fun m => I * m * c m) :=
      funext fun x => (hasDerivAt_trigPoly M c x).deriv
    have hl : ∀ l, trigPoly M (fun m => I * m * c m) (gridPoint M l) =
        ∑ k, (diffMatrix M l k : ℂ) * trigPoly M c (gridPoint M k) := by
      intro l
      rw [diffMatrix_differentiates, hd]
    rw [iteratedDeriv_succ', hd, ← ih]
    simp only [hl, pow_succ, Matrix.mul_apply, Complex.ofReal_sum, Complex.ofReal_mul,
      sum_mul, mul_sum]
    rw [sum_comm]
    exact sum_congr rfl fun l _ => sum_congr rfl fun k _ => by ring
```

## The first wave beyond the bound

Since $e^{iNx_k}=1$, the samples satisfy $e^{i(M+1)x_k}=e^{-iMx_k}$. The grid cannot distinguish the two waves, so $D$ multiplies the samples of wave number $M+1$ by $-iM$, whereas the derivative requires $i(M+1)$. These factors differ for every $M$, so the degree bound cannot be raised.

```lean
/-- Aliasing just above the degree bound: on the grid, the matrix multiplies the plane wave of
wave number `M+1` by `-iM`. -/
theorem diffMatrix_aliasing (M : ℕ) (j : Fin (2 * M + 1)) :
    ∑ k, (diffMatrix M j k : ℂ) * planeWave ((M : ℤ) + 1) (gridPoint M k) =
      -(I * M) * planeWave ((M : ℤ) + 1) (gridPoint M j) := by
  -- the wave numbers M+1 and -M agree on the grid
  have h : ∀ k, planeWave ((M : ℤ) + 1) (gridPoint M k) =
      planeWave (-(M : ℤ)) (gridPoint M k) := by
    intro k
    rw [planeWave, planeWave, Complex.exp_eq_exp_iff_exists_int]
    exact ⟨((k : ℕ) : ℤ), by push_cast; linear_combination I * grid_mul M k⟩
  simp only [h]
  rw [diffMatrix_planeWave M (-(M : ℤ)) le_rfl (by omega)]
  push_cast
  ring

end

end FourierDifferentiation
```

```lean
#print axioms FourierDifferentiation.diffMatrix_transpose
#print axioms FourierDifferentiation.diffMatrix_differentiates
#print axioms FourierDifferentiation.diffMatrix_pow
#print axioms FourierDifferentiation.diffMatrix_aliasing
```

```
'FourierDifferentiation.diffMatrix_transpose' depends on axioms: [propext, Classical.choice, Quot.sound]
'FourierDifferentiation.diffMatrix_differentiates' depends on axioms: [propext, Classical.choice, Quot.sound]
'FourierDifferentiation.diffMatrix_pow' depends on axioms: [propext, Classical.choice, Quot.sound]
'FourierDifferentiation.diffMatrix_aliasing' depends on axioms: [propext, Classical.choice, Quot.sound]
```
